# Energy loss in harmonic ions coupled to a lagging electronic variable

When the total energy of a constant-energy Born–Oppenheimer molecular dynamics run with ultrasoft pseudopotentials drifts downwards, a practical check is to tighten the electronic convergence and repeat the run. The problems below show how incomplete electronic relaxation can cause such a loss in a finite, linear model with a single relaxation time. The model has no wavefunctions, overlap operator or augmentation charges.

Vectors are functions `n → ℝ` on a finite index set `n` of coordinates; `*ᵥ` applies a matrix and `⬝ᵥ` is the dot product.

In Lean 4 with Mathlib:

```lean
import Mathlib

open Matrix Set

namespace LaggingElectrons

variable {n : Type*} [Fintype n]
```

The ions have displacement $R$ and velocity $v=R'$, and $y$ is the displacement to which the electrons have adjusted. For all real times,

$$MR''=-KR-C(R-y),\qquad \tau y'=R-y .$$

In `IsTrajectory`, `a` is the acceleration $v'$ and `w` is $y'$.

```lean
/-- The equations of motion: ions at `R` with velocity `v` feel the forces `-K R` and
`-C (R - y)`, and the electronic variable `y` follows the ions by `τ y' = R - y`. -/
structure IsTrajectory (M K C : Matrix n n ℝ) (τ : ℝ) (R v y : ℝ → n → ℝ) : Prop where
  velocity : ∀ t, HasDerivAt R (v t) t
  newton : ∀ t, ∃ a, HasDerivAt v a t ∧ M *ᵥ a = -(K *ᵥ R t) - C *ᵥ (R t - y t)
  lag : ∀ t, ∃ w, HasDerivAt y w t ∧ τ • w = R t - y t
```

The energy $E$ adds a lag term to the kinetic and elastic energies.

```lean
/-- Kinetic energy, elastic energy and the energy of the electronic lag `R - y`. -/
noncomputable def energy (M K C : Matrix n n ℝ) (R v y : n → ℝ) : ℝ :=
  v ⬝ᵥ M *ᵥ v / 2 + R ⬝ᵥ K *ᵥ R / 2 + (R - y) ⬝ᵥ C *ᵥ (R - y) / 2
```

Throughout, $M$, $K$, $C$ are real symmetric positive definite (`PosDef` includes the symmetry) and $\tau>0$. Physically, the masses are positive, the ions sit in a stable harmonic well (which excludes free translation of the whole system), every lag costs energy, and the electrons relax towards the ions. $A$ denotes any such matrix.

### (a) Moving a matrix across the dot product

Show that $x\cdot Az=z\cdot Ax$.

Since $A^T=A$, $x\cdot Az=(A^Tx)\cdot z=(Ax)\cdot z=z\cdot Ax$. The proof obtains `hT` from `PosDef` and rewrites in the same way.

```lean
variable {M K C A : Matrix n n ℝ} {τ : ℝ} {R v y : ℝ → n → ℝ}

/-- The bilinear form of a real symmetric positive definite matrix is symmetric. -/
theorem form_symm (hA : A.PosDef) (x z : n → ℝ) : x ⬝ᵥ A *ᵥ z = z ⬝ᵥ A *ᵥ x := by
  have hT : Aᵀ = A := by
    ext i j
    simpa using hA.1.apply i j
  rw [Matrix.dotProduct_mulVec, ← Matrix.mulVec_transpose, hT, dotProduct_comm]
```

### (b) Sign of the quadratic form

Show that $x\cdot Ax\ge 0$.

For $x=0$ the value is zero; otherwise it is positive by definition. `rcases` makes this split.

```lean
/-- The quadratic form of a positive definite matrix is nonnegative. -/
theorem form_nonneg (hA : A.PosDef) (x : n → ℝ) : 0 ≤ x ⬝ᵥ A *ᵥ x := by
  rcases eq_or_ne x 0 with rfl | hx
  · simp
  · simpa only [star_trivial] using (hA.dotProduct_mulVec_pos hx).le
```

### (c) Vectors without energy

Show that $x\cdot Ax\le 0$ implies $x=0$.

If $x\ne0$, then $x\cdot Ax>0$, a contradiction.

```lean
/-- A vector on which a positive definite quadratic form is not positive is zero. -/
theorem eq_zero_of_form_nonpos (hA : A.PosDef) {x : n → ℝ} (h : x ⬝ᵥ A *ᵥ x ≤ 0) :
    x = 0 := by
  by_contra hx
  have hp := hA.dotProduct_mulVec_pos hx
  rw [star_trivial] at hp
  exact absurd h (not_le_of_gt hp)
```

### (d) Rate of change of a quadratic energy

Show that $\frac{d}{dt}\left(\tfrac12x\cdot Ax\right)=x'\cdot Ax$.

The product rule gives $\tfrac12(x'\cdot Ax+x\cdot Ax')$, and by (a) the two terms are equal. The proof differentiates component by component; `e` combines the terms.

```lean
/-- For symmetric positive definite `A`, the energy `x·Ax/2` changes at the rate `x'·Ax`. -/
theorem hasDerivAt_form (hA : A.PosDef) {x : ℝ → n → ℝ} {x' : n → ℝ} {t : ℝ}
    (hx : HasDerivAt x x' t) :
    HasDerivAt (fun s => x s ⬝ᵥ A *ᵥ x s / 2) (x' ⬝ᵥ A *ᵥ x t) t := by
  have hc : ∀ i, HasDerivAt (fun s => x s i) (x' i) t := hasDerivAt_pi.1 hx
  have hm : ∀ i, HasDerivAt (fun s => (A *ᵥ x s) i) ((A *ᵥ x') i) t := by
    intro i
    change HasDerivAt (fun s => ∑ j, A i j * x s j) (∑ j, A i j * x' j) t
    exact HasDerivAt.fun_sum fun j _ => (hc j).const_mul (A i j)
  have h : HasDerivAt (fun s => ∑ i, x s i * (A *ᵥ x s) i)
      (∑ i, (x' i * (A *ᵥ x t) i + x t i * (A *ᵥ x') i)) t :=
    HasDerivAt.fun_sum fun i _ => (hc i).fun_mul (hm i)
  have e : ∑ i, (x' i * (A *ᵥ x t) i + x t i * (A *ᵥ x') i) = 2 * (x' ⬝ᵥ A *ᵥ x t) := by
    have hs := form_symm hA (x t) x'
    rw [Finset.sum_add_distrib]
    simp only [dotProduct] at hs ⊢
    linarith
  exact (h.div_const 2).congr_deriv (by rw [e]; ring)
```

### (e) Power lost to the lag

Show that

$$E'=-\frac{(R-y)\cdot C(R-y)}{\tau}.$$

Put $d=R-y$. By (d),

$$E'=v'\cdot Mv+v\cdot KR+(v-y')\cdot Cd .$$

By (a) and Newton's equation, $v'\cdot Mv=v\cdot Mv'=-v\cdot KR-v\cdot Cd$. What remains is $E'=-y'\cdot Cd$, and $y'=d/\tau$ gives the result. In the proof, `h1` is the Newton step and `h2` the lag step; `linear_combination` adds them up. The factor $1/\tau$ does not mean that faster electronic relaxation loses more energy, because the lag $d=\tau y'$ depends on $\tau$ too: the same rate is $-\tau\,y'\cdot Cy'$.

```lean
/-- Energy balance: for symmetric positive definite `M`, `K`, `C` and `τ > 0` the energy
changes at the rate `-(R - y)·C(R - y)/τ`. -/
theorem energy_hasDerivAt (hM : M.PosDef) (hK : K.PosDef) (hC : C.PosDef) (hτ : 0 < τ)
    (h : IsTrajectory M K C τ R v y) (t : ℝ) :
    HasDerivAt (fun s => energy M K C (R s) (v s) (y s))
      (-((R t - y t) ⬝ᵥ C *ᵥ (R t - y t)) / τ) t := by
  obtain ⟨a, ha, hN⟩ := h.newton t
  obtain ⟨w, hw, hL⟩ := h.lag t
  have h3 : HasDerivAt (fun s => (R s - y s) ⬝ᵥ C *ᵥ (R s - y s) / 2)
      ((v t - w) ⬝ᵥ C *ᵥ (R t - y t)) t :=
    hasDerivAt_form hC (x := fun s => R s - y s) ((h.velocity t).fun_sub hw)
  refine (((hasDerivAt_form hM ha).fun_add
    (hasDerivAt_form hK (h.velocity t))).fun_add h3).congr_deriv ?_
  -- power of the forces on the ions
  have h1 : a ⬝ᵥ M *ᵥ v t = -(v t ⬝ᵥ K *ᵥ R t) - v t ⬝ᵥ C *ᵥ (R t - y t) := by
    rw [form_symm hM, hN, dotProduct_sub, dotProduct_neg]
  -- power lost through the electronic lag
  have h2 : τ * (w ⬝ᵥ C *ᵥ (R t - y t)) = (R t - y t) ⬝ᵥ C *ᵥ (R t - y t) := by
    rw [← smul_eq_mul, ← smul_dotProduct, hL]
  have h4 : (v t - w) ⬝ᵥ C *ᵥ (R t - y t)
      = v t ⬝ᵥ C *ᵥ (R t - y t) - w ⬝ᵥ C *ᵥ (R t - y t) := by
    rw [sub_dotProduct]
  rw [eq_div_iff hτ.ne']
  linear_combination τ * h1 + τ * h4 - h2
```

### (f) A limit on the damping

For $s\le t$, show that $E(t)\ge E(s)\,e^{-2(t-s)/\tau}$.

By (b), $\tfrac12d\cdot Cd\le E$, so (e) gives $E'\ge-2E/\tau$. Hence

$$\frac{d}{dt}\left(Ee^{2t/\tau}\right)=e^{2t/\tau}\left(E'+\frac{2E}{\tau}\right)\ge0 .$$

Comparing times $s$ and $t$, then multiplying by $e^{-2t/\tau}$, proves the bound. These steps are `key`, `hm` and the final `calc`.

```lean
/-- For symmetric positive definite `M`, `K`, `C` and `τ > 0`, the energy falls at most by
the factor `exp(-2(t - s)/τ)` between the times `s ≤ t`. -/
theorem energy_lower_bound (hM : M.PosDef) (hK : K.PosDef) (hC : C.PosDef) (hτ : 0 < τ)
    (h : IsTrajectory M K C τ R v y) {s t : ℝ} (hst : s ≤ t) :
    energy M K C (R s) (v s) (y s) * Real.exp (-(2 * (t - s) / τ))
      ≤ energy M K C (R t) (v t) (y t) := by
  have hd := fun u : ℝ => (energy_hasDerivAt hM hK hC hτ h u).fun_mul
    ((((hasDerivAt_id' u).const_mul 2).div_const τ).exp)
  -- the energy times exp(2t/τ) never decreases
  have hm : Monotone fun u => energy M K C (R u) (v u) (y u) * Real.exp (2 * u / τ) := by
    refine monotone_of_deriv_nonneg (fun u => (hd u).differentiableAt) fun u => ?_
    rw [(hd u).deriv]
    have key : 0 ≤ energy M K C (R u) (v u) (y u)
        - (R u - y u) ⬝ᵥ C *ᵥ (R u - y u) / 2 := by
      unfold energy
      linarith [form_nonneg hM (v u), form_nonneg hK (R u)]
    refine (mul_nonneg (mul_nonneg (Real.exp_pos (2 * u / τ)).le
      (div_pos two_pos hτ).le) key).trans_eq ?_
    ring
  calc _ = energy M K C (R s) (v s) (y s) * Real.exp (2 * s / τ)
        * Real.exp (-(2 * t / τ)) := by
        rw [mul_assoc, ← Real.exp_add]
        congr 2
        ring
    _ ≤ energy M K C (R t) (v t) (y t) * Real.exp (2 * t / τ)
        * Real.exp (-(2 * t / τ)) :=
        mul_le_mul_of_nonneg_right (hm hst) (Real.exp_pos _).le
    _ = _ := by rw [mul_assoc, ← Real.exp_add, add_neg_cancel, Real.exp_zero, mul_one]
```

### (g) Constant energy means rest

Suppose $E$ is constant on an open interval. Show that $R=v=y=0$ there.

Now $E'=0$, so $d\cdot Cd=0$ and $R=y$ by (c). The lag law gives $y'=0$, hence $v=R'=y'=0$ and $v'=0$. Newton's equation reduces to $KR=0$, so $R=y=0$ by (c). Functions that agree on an open interval have equal derivatives there, which the proof expresses through `congr_of_eventuallyEq` and `unique`.

```lean
/-- For symmetric positive definite `M`, `K`, `C` and `τ > 0`, if the energy is constant on
an open time interval, then `R`, `v` and `y` vanish there. -/
theorem rest_of_energy_constant (hM : M.PosDef) (hK : K.PosDef) (hC : C.PosDef)
    (hτ : 0 < τ) (h : IsTrajectory M K C τ R v y) {a b c : ℝ}
    (hc : ∀ t ∈ Ioo a b, energy M K C (R t) (v t) (y t) = c) :
    ∀ t ∈ Ioo a b, R t = 0 ∧ v t = 0 ∧ y t = 0 := by
  -- no dissipation, hence no lag
  have hRy : ∀ t ∈ Ioo a b, R t = y t := by
    intro t ht
    have h0 := (energy_hasDerivAt hM hK hC hτ h t).unique
      ((hasDerivAt_const t c).congr_of_eventuallyEq
        (Filter.eventually_of_mem (Ioo_mem_nhds ht.1 ht.2) hc))
    rw [div_eq_iff hτ.ne', zero_mul, neg_eq_zero] at h0
    exact sub_eq_zero.1 (eq_zero_of_form_nonpos hC h0.le)
  -- without lag the electrons stand still, and the ions with them
  have hv : ∀ t ∈ Ioo a b, v t = 0 := by
    intro t ht
    obtain ⟨w, hw, hL⟩ := h.lag t
    rw [hRy t ht, sub_self] at hL
    have hw0 : w = 0 := (smul_eq_zero.1 hL).resolve_left hτ.ne'
    rw [← hw0]
    exact (h.velocity t).unique (hw.congr_of_eventuallyEq
      (Filter.eventually_of_mem (Ioo_mem_nhds ht.1 ht.2) hRy))
  intro t ht
  obtain ⟨acc, ha, hN⟩ := h.newton t
  have ha0 : acc = 0 := ha.unique ((hasDerivAt_const t (0 : n → ℝ)).congr_of_eventuallyEq
    (Filter.eventually_of_mem (Ioo_mem_nhds ht.1 ht.2) hv))
  -- Newton's equation leaves K R = 0
  rw [ha0, hRy t ht, sub_self, Matrix.mulVec_zero, Matrix.mulVec_zero, sub_zero] at hN
  have hKy : K *ᵥ y t = 0 := neg_eq_zero.1 hN.symm
  have hy : y t = 0 := eq_zero_of_form_nonpos hK (by rw [hKy, dotProduct_zero])
  exact ⟨(hRy t ht).trans hy, hv t ht, hy⟩
```

### (h) Strict decrease

Suppose $R$, $v$, $y$ are not all zero at some time $t_0$. Show that $E(t)<E(s)$ whenever $s<t$.

By (e) and (b), $E$ never increases. If $E(t)\ge E(s)$, it is constant between $s$ and $t$, so by (g) the state and $E$ vanish at the midpoint $m$. If $t_0\ge m$, monotonicity gives $E(t_0)\le0$; if $t_0\le m$, (f) does. The three terms of $E(t_0)$ are nonnegative, so all vanish, and (c) gives $v=R=R-y=0$ at $t_0$, a contradiction.

The decrease concerns $E$ as a whole: the ionic part alone can rise while lag energy is released.

```lean
/-- For symmetric positive definite `M`, `K`, `C` and `τ > 0`, a trajectory with `R`, `v`, `y` not
all zero at some time has strictly decreasing energy. -/
theorem energy_strictAnti (hM : M.PosDef) (hK : K.PosDef) (hC : C.PosDef) (hτ : 0 < τ)
    (h : IsTrajectory M K C τ R v y) {t₀ : ℝ}
    (h₀ : ¬(R t₀ = 0 ∧ v t₀ = 0 ∧ y t₀ = 0)) :
    StrictAnti fun t => energy M K C (R t) (v t) (y t) := by
  have anti : Antitone fun t => energy M K C (R t) (v t) (y t) := by
    refine antitone_of_deriv_nonpos
      (fun u => (energy_hasDerivAt hM hK hC hτ h u).differentiableAt) fun u => ?_
    rw [(energy_hasDerivAt hM hK hC hτ h u).deriv]
    exact div_nonpos_of_nonpos_of_nonneg (neg_nonpos.2 (form_nonneg hC _)) hτ.le
  intro s t hst
  by_contra hcon
  -- otherwise the energy is constant between s and t, and the system rests at the midpoint
  obtain ⟨hR, hv, hy⟩ := rest_of_energy_constant hM hK hC hτ h
    (c := energy M K C (R s) (v s) (y s))
    (fun u hu => le_antisymm (anti hu.1.le) ((not_lt.1 hcon).trans (anti hu.2.le)))
    ((s + t) / 2) ⟨by linarith, by linarith⟩
  have hm : energy M K C (R ((s + t) / 2)) (v ((s + t) / 2)) (y ((s + t) / 2)) = 0 := by
    rw [hR, hv, hy]
    simp [energy]
  -- zero energy spreads to all earlier and later times
  have hE : energy M K C (R t₀) (v t₀) (y t₀) ≤ 0 := by
    rcases le_total t₀ ((s + t) / 2) with hl | hl
    · have hb := energy_lower_bound hM hK hC hτ h hl
      rw [hm] at hb
      by_contra hp
      exact absurd hb (not_le_of_gt (mul_pos (not_le.1 hp) (Real.exp_pos _)))
    · exact (anti hl).trans_eq hm
  unfold energy at hE
  have q1 := form_nonneg hM (v t₀)
  have q2 := form_nonneg hK (R t₀)
  have q3 := form_nonneg hC (R t₀ - y t₀)
  have r1 : R t₀ = 0 := eq_zero_of_form_nonpos hK (by linarith)
  have r2 : R t₀ - y t₀ = 0 := eq_zero_of_form_nonpos hC (by linarith)
  exact h₀ ⟨r1, eq_zero_of_form_nonpos hM (by linarith), (sub_eq_zero.1 r2).symm.trans r1⟩
```

### (i) An explicit decaying motion

Take $M=K=I$, $C=2I$, $\tau=\tfrac12$. Verify that $R=e^{-t}x$, $v=-e^{-t}x$, $y=2e^{-t}x$ is a trajectory for every vector $x$.

Clearly $R'=v$. Since $R-y=-e^{-t}x$, the force is $-R-2(R-y)=e^{-t}x=R''$, and $\tau y'=-e^{-t}x=R-y$. The tactic `module` checks both vector identities.

```lean
/-- With `M = K = 1`, `C = 1 + 1` (both positive definite) and `τ = 1/2`, the motion
`R = exp(-t) x`, `y = 2 exp(-t) x` solves the equations for every vector `x`. -/
theorem isTrajectory_witness [DecidableEq n] (x : n → ℝ) :
    (1 : Matrix n n ℝ).PosDef ∧ (1 + 1 : Matrix n n ℝ).PosDef ∧
    IsTrajectory (1 : Matrix n n ℝ) 1 (1 + 1) (1 / 2) (fun t => Real.exp (-t) • x)
      (fun t => (-Real.exp (-t)) • x) (fun t => (2 * Real.exp (-t)) • x) := by
  have e : ∀ t : ℝ, HasDerivAt (fun s => Real.exp (-s)) (-Real.exp (-t)) t := fun t =>
    (hasDerivAt_id' t).fun_neg.exp.congr_deriv (by ring)
  refine ⟨Matrix.PosDef.one, Matrix.PosDef.one.add Matrix.PosDef.one,
    fun t => (e t).smul_const x, fun t => ⟨_, (e t).fun_neg.smul_const x, ?_⟩,
    fun t => ⟨_, ((e t).const_mul 2).smul_const x, ?_⟩⟩
  · simp only [Matrix.one_mulVec, Matrix.add_mulVec]
    module
  · change (1 / 2 : ℝ) • ((2 * -Real.exp (-t)) • x)
      = Real.exp (-t) • x - (2 * Real.exp (-t)) • x
    module

end LaggingElectrons
```

```lean
#print axioms LaggingElectrons.energy_strictAnti
```

```
'LaggingElectrons.energy_strictAnti' depends on axioms: [propext, Classical.choice, Quot.sound]
```
